# Zero variance of an observable in a density matrix holds exactly when $A\rho = a\rho$

## Question

For a pure state I can say that an observable is sharp exactly when the state vector is an eigenvector. For a mixed state there is no vector to test, and the substitutes I reach for fail. A state can commute with an observable and still have a spread in it, and so can a mixture of eigenstates. So a vanishing variance in a mixed state tells me nothing definite until I know the right condition. I believe it is this: if $\rho$ is a density matrix (positive semidefinite, trace one), $A$ is Hermitian and $a = \operatorname{tr}(\rho A)$, then $\operatorname{tr}(\rho A^2) = a^2$ if and only if $A\rho = a\rho$, so that $\rho$ is supported in a single eigenspace of $A$. How is this stated and proved in Lean 4 with Mathlib, including mixtures and pure states?

## Answer

### Modelling choices

The Hilbert space is $\mathbb{C}^n$ with a fixed orthonormal basis labelled by a finite type `n`, and states and observables are elements of `Matrix n n ℂ`. Infinite dimension and unbounded operators are not covered. `IsDensity ρ` bundles `ρ.PosSemidef`, which means $\rho^\dagger = \rho$ and $\langle y, \rho y\rangle \ge 0$ for all vectors $y$, with `ρ.trace = 1`. Three definitions follow: `expect ρ A` is $a = \operatorname{tr}(\rho A)$, `variance ρ A` is $\operatorname{Var}_\rho(A) = \operatorname{tr}(\rho A^2) - a^2$, and `dev ρ A` is the deviation $B = A - a\mathbb{1}$. In `expect ρ (A ^ 2)` the square is a matrix product, while `expect ρ A ^ 2` squares the number $a$.

Expectation and variance are complex numbers. Under `open scoped ComplexOrder`, $0 \le z$ means that $z$ is real and nonnegative, so `variance_nonneg` states both properties. Vectors are functions `n → ℂ`, the bracket $\langle\psi|\phi\rangle$ is `star ψ ⬝ᵥ φ` (antilinear in the first slot), and $|\psi\rangle\langle\psi|$ is `vecMulVec ψ (star ψ)`. The support of $\rho$ is its range, `LinearMap.range (toLin' ρ)`, where `toLin'` turns a matrix into the linear map $v \mapsto \rho v$.

Read in words, with $\rho$ a density matrix and $A$ Hermitian unless said otherwise:

- `expect_sq_eq_iff`: $\operatorname{tr}(\rho A^2) = a^2$ if and only if $A\rho = a\rho$.
- `variance_eq_zero_iff_support`: the variance vanishes if and only if some eigenvalue $c$ of $A$ has an eigenspace containing the range of $\rho$. Mathlib's `eigenspace` is defined for every complex $c$ and is $\{0\}$ when $c$ is not an eigenvalue; `HasEigenvalue` says it is not $\{0\}$.
- `variance_eq_zero_iff_mixture`: if $\rho = \sum_k p_k\sigma_k$ over a finite index type `ι`, with real $p_k > 0$ and positive semidefinite $\sigma_k$, the variance vanishes if and only if $A\sigma_k = a\sigma_k$ for every $k$, with the same $a = \operatorname{tr}(\rho A)$. Neither $\sum_k p_k = 1$ nor $\operatorname{tr}\sigma_k = 1$ is required; only $\rho$ is normalised.
- `variance_eq_zero_iff_pure`: for $\langle\psi|\psi\rangle = 1$, the variance in $|\psi\rangle\langle\psi|$ vanishes if and only if $A\psi = \langle\psi|A|\psi\rangle\psi$.
- `hermitian_trace_one_not_enough`: an explicit Hermitian $2\times 2$ matrix $\rho$ of trace one, not assumed positive, has zero variance for a Hermitian $A$ although $A\rho \ne a\rho$.

### Derivation by hand

First, $a$ is real: $\bar a = \operatorname{tr}\big((\rho A)^\dagger\big) = \operatorname{tr}(A\rho) = a$. Hence $B^\dagger = B$, and by cyclicity of the trace and $\operatorname{tr}\rho = 1$,
$$\operatorname{tr}(B\rho B^\dagger) = \operatorname{tr}(A\rho A) - a\operatorname{tr}(A\rho) - a\operatorname{tr}(\rho A) + a^2\operatorname{tr}\rho = \operatorname{tr}(\rho A^2) - a^2 .$$

Second, let $\rho$ be positive semidefinite and $B$ any matrix. Then $M = B\rho B^\dagger$ is Hermitian and $\langle x, Mx\rangle = \langle B^\dagger x, \rho B^\dagger x\rangle \ge 0$ for every vector $x$, so $M$ is positive semidefinite and its trace, a sum of nonnegative eigenvalues, is nonnegative. This gives $\operatorname{Var}_\rho(A) \ge 0$. If $\operatorname{tr}M = 0$, all eigenvalues vanish and $M = 0$, so $y = B^\dagger x$ has $\langle y, \rho y\rangle = 0$. Write $\rho = \sum_j \lambda_j |v_j\rangle\langle v_j|$ with orthonormal $v_j$ and $\lambda_j \ge 0$. Then $\sum_j \lambda_j|\langle v_j|y\rangle|^2 = 0$ forces $\lambda_j\langle v_j|y\rangle = 0$ for each $j$, so $\rho y = 0$. Since $x$ was arbitrary, $\rho B^\dagger = 0$, and the adjoint gives $B\rho = 0$. Conversely $B\rho = 0$ gives $M = 0$. With $B = A - a\mathbb{1}$, the variance vanishes exactly when $A\rho = a\rho$.

Third, for any complex $c$, the equation $A\rho = c\rho$ says $A(\rho v) = c(\rho v)$ for all $v$, which says that the range of $\rho$ lies in the eigenspace of $A$ for $c$. With zero variance take $c = a$; that eigenspace is not $\{0\}$, since otherwise $\rho = 0$ against $\operatorname{tr}\rho = 1$. Conversely, the trace of $A\rho = c\rho$ reads $a = c$, and the variance vanishes.

For a mixture, $\operatorname{Var}_\rho(A) = \sum_k p_k\operatorname{tr}(B\sigma_k B^\dagger)$ is a sum of nonnegative terms. If it is zero each term is zero, $p_k > 0$ cancels, and the second step applied to $\sigma_k$ gives $B\sigma_k = 0$. Conversely, $A\sigma_k = a\sigma_k$ summed with weights $p_k$ gives $A\rho = a\rho$.

For $\rho = |\psi\rangle\langle\psi|$ one has $a = \langle\psi|A|\psi\rangle$, and $A\rho = a\rho$ reads $|A\psi\rangle\langle\psi| = |a\psi\rangle\langle\psi|$. Applying both sides to $\psi$ gives $A\psi = a\psi$, and the converse is immediate.

Without positivity the second step fails. Take $\rho = \begin{pmatrix}1&1\\1&0\end{pmatrix}$ and $A = \operatorname{diag}(1,0)$, with rows and columns numbered $0, 1$. Then $A^2 = A$ and $a = 1$, so the variance is $1 - 1 = 0$, yet the entry $(1,0)$ is $0$ in $A\rho$ and $1$ in $a\rho$. The basis vector $e_1$ has $\langle e_1, \rho e_1\rangle = 0$ but $\rho e_1 = e_0 \neq 0$, which is possible because $\det\rho = -1$ gives $\rho$ a negative eigenvalue.

### The file

```lean
import Mathlib

open Matrix
open scoped ComplexOrder

namespace ZeroVarianceDensity

variable {n : Type*} [Fintype n] [DecidableEq n]

/-- A density matrix: positive semidefinite with unit trace. -/
structure IsDensity (ρ : Matrix n n ℂ) : Prop where
  pos : ρ.PosSemidef
  trace_one : ρ.trace = 1

/-- The expectation value `tr(ρ A)` of `A` in the state `ρ`. -/
def expect (ρ A : Matrix n n ℂ) : ℂ := (ρ * A).trace

/-- The variance `tr(ρ A²) - tr(ρ A)²` of `A` in the state `ρ`. -/
def variance (ρ A : Matrix n n ℂ) : ℂ := expect ρ (A ^ 2) - expect ρ A ^ 2

/-- The deviation operator `A - tr(ρ A) 1`. -/
def dev (ρ A : Matrix n n ℂ) : Matrix n n ℂ := A - expect ρ A • (1 : Matrix n n ℂ)

omit [DecidableEq n] in
/-- For Hermitian `ρ` and `A` the expectation value equals its complex conjugate. -/
theorem expect_real {ρ A : Matrix n n ℂ} (hρ : ρ.IsHermitian) (hA : A.IsHermitian) :
    star (expect ρ A) = expect ρ A := by
  unfold expect
  rw [← trace_conjTranspose, conjTranspose_mul, hA.eq, hρ.eq, trace_mul_comm]

/-- For a density matrix `ρ` and Hermitian `A`, the variance equals `tr(B ρ Bᴴ)` with `B` the
deviation operator. -/
theorem variance_eq {ρ A : Matrix n n ℂ} (hρ : IsDensity ρ) (hA : A.IsHermitian) :
    variance ρ A = (dev ρ A * ρ * (dev ρ A)ᴴ).trace := by
  have hB : (dev ρ A)ᴴ = dev ρ A := by
    unfold dev
    rw [conjTranspose_sub, conjTranspose_smul, conjTranspose_one, hA.eq,
      expect_real hρ.pos.isHermitian hA]
  have h1 : (A * ρ * A).trace = (ρ * (A * A)).trace := by
    rw [Matrix.mul_assoc, trace_mul_comm, Matrix.mul_assoc]
  have h2 : (A * ρ).trace = (ρ * A).trace := trace_mul_comm A ρ
  rw [hB]
  unfold variance dev expect
  simp only [sub_mul, mul_sub, smul_mul_assoc, mul_smul_comm, one_mul, mul_one, trace_sub,
    trace_smul, smul_eq_mul, hρ.trace_one, h1, h2, pow_two]
  ring

/-- For positive semidefinite `ρ` and any matrix `B`, `tr(B ρ Bᴴ)` vanishes exactly
when `B ρ = 0`. -/
theorem trace_sandwich_eq_zero_iff {ρ : Matrix n n ℂ} (hρ : ρ.PosSemidef)
    (B : Matrix n n ℂ) : (B * ρ * Bᴴ).trace = 0 ↔ B * ρ = 0 := by
  constructor
  · intro h
    -- a positive matrix of zero trace vanishes
    have hM : B * ρ * Bᴴ = 0 := (hρ.mul_mul_conjTranspose_same B).trace_eq_zero_iff.1 h
    -- a vector with vanishing quadratic form lies in the kernel of `ρ`
    have hx : ∀ x, (ρ * Bᴴ) *ᵥ x = 0 := by
      intro x
      rw [← mulVec_mulVec]
      refine (hρ.dotProduct_mulVec_zero_iff _).1 ?_
      rw [star_mulVec, conjTranspose_conjTranspose, ← dotProduct_mulVec]
      simp only [mulVec_mulVec, ← Matrix.mul_assoc]
      rw [hM]
      simp
    have h0 : ρ * Bᴴ = 0 := by
      apply Matrix.toLin'.injective
      refine LinearMap.ext fun x => ?_
      rw [toLin'_apply, hx x, map_zero, LinearMap.zero_apply]
    have h1 := congrArg conjTranspose h0
    rwa [conjTranspose_mul, conjTranspose_conjTranspose, hρ.isHermitian.eq,
      conjTranspose_zero] at h1
  · intro h
    rw [h, Matrix.zero_mul, trace_zero]

/-- The variance of a Hermitian observable in a density matrix is real and nonnegative. -/
theorem variance_nonneg {ρ A : Matrix n n ℂ} (hρ : IsDensity ρ) (hA : A.IsHermitian) :
    0 ≤ variance ρ A := by
  rw [variance_eq hρ hA]
  exact (hρ.pos.mul_mul_conjTranspose_same _).trace_nonneg

/-- For a density matrix `ρ` and Hermitian `A` with `a = tr(ρ A)`, one has `tr(ρ A²) = a²`
if and only if `A ρ = a ρ`. -/
theorem expect_sq_eq_iff {ρ A : Matrix n n ℂ} (hρ : IsDensity ρ) (hA : A.IsHermitian) :
    expect ρ (A ^ 2) = expect ρ A ^ 2 ↔ A * ρ = expect ρ A • ρ := by
  have h : expect ρ (A ^ 2) = expect ρ A ^ 2 ↔ variance ρ A = 0 := sub_eq_zero.symm
  rw [h, variance_eq hρ hA, trace_sandwich_eq_zero_iff hρ.pos, dev, sub_mul, smul_mul_assoc,
    one_mul, sub_eq_zero]

/-- `A ρ = c ρ` holds exactly when the range of `ρ` lies in the eigenspace of `A` for `c`. -/
theorem mul_eq_smul_iff_range_le (ρ A : Matrix n n ℂ) (c : ℂ) :
    A * ρ = c • ρ ↔
      LinearMap.range (toLin' ρ) ≤ Module.End.eigenspace (toLin' A) c := by
  constructor
  · rintro h _ ⟨v, rfl⟩
    rw [Module.End.mem_eigenspace_iff]
    have h' := congrArg (fun M => toLin' M v) h
    simp only [toLin'_mul, map_smul] at h'
    exact h'
  · intro h
    apply Matrix.toLin'.injective
    refine LinearMap.ext fun v => ?_
    have h' := Module.End.mem_eigenspace_iff.1 (h (LinearMap.mem_range_self _ v))
    rw [toLin'_mul, map_smul]
    exact h'

/-- For a density matrix `ρ` and Hermitian `A`, the variance of `A` in `ρ` vanishes if and
only if the range of `ρ` lies in the
eigenspace of `A` for a single eigenvalue `c`. -/
theorem variance_eq_zero_iff_support {ρ A : Matrix n n ℂ} (hρ : IsDensity ρ)
    (hA : A.IsHermitian) :
    variance ρ A = 0 ↔ ∃ c : ℂ, Module.End.HasEigenvalue (toLin' A) c ∧
      LinearMap.range (toLin' ρ) ≤ Module.End.eigenspace (toLin' A) c := by
  rw [variance, sub_eq_zero, expect_sq_eq_iff hρ hA]
  constructor
  · intro h
    have hle := (mul_eq_smul_iff_range_le ρ A _).1 h
    refine ⟨_, Module.End.hasEigenvalue_iff.2 fun hbot => ?_, hle⟩
    -- a trivial eigenspace would force `ρ = 0`, against unit trace
    rw [hbot, le_bot_iff, LinearMap.range_eq_bot] at hle
    have h0 : ρ = 0 := Matrix.toLin'.injective (by rw [hle, map_zero])
    have h1 := hρ.trace_one
    rw [h0, trace_zero] at h1
    exact zero_ne_one h1
  · rintro ⟨c, -, hc⟩
    have h := (mul_eq_smul_iff_range_le ρ A c).2 hc
    -- taking the trace identifies `c` with the expectation value
    have hc' : expect ρ A = c := by
      rw [expect, trace_mul_comm, h, trace_smul, hρ.trace_one, smul_eq_mul, mul_one]
    rw [hc']
    exact h

/-- If the density matrix is a mixture `ρ = ∑ p_k σ_k` of positive semidefinite `σ_k` with
positive weights and `A` is Hermitian, the variance vanishes if and only if `A σ_k = tr(ρ A) σ_k` for every `k`. -/
theorem variance_eq_zero_iff_mixture {ι : Type*} [Fintype ι] {ρ A : Matrix n n ℂ}
    (hρ : IsDensity ρ) (hA : A.IsHermitian) (p : ι → ℝ) (σ : ι → Matrix n n ℂ)
    (hp : ∀ k, 0 < p k) (hσ : ∀ k, (σ k).PosSemidef) (hmix : ρ = ∑ k, (p k : ℂ) • σ k) :
    variance ρ A = 0 ↔ ∀ k, A * σ k = expect ρ A • σ k := by
  constructor
  · intro h k
    have hs : ∀ B : Matrix n n ℂ,
        (B * ρ * Bᴴ).trace = ∑ j, (p j : ℂ) * (B * σ j * Bᴴ).trace := by
      intro B
      rw [hmix]
      simp only [Finset.mul_sum, Finset.sum_mul, trace_sum, mul_smul_comm, smul_mul_assoc,
        trace_smul, smul_eq_mul]
    rw [variance_eq hρ hA, hs] at h
    -- a vanishing sum of nonnegative terms vanishes term by term
    have hk := (Finset.sum_eq_zero_iff_of_nonneg fun j _ =>
      mul_nonneg (Complex.zero_le_real.2 (hp j).le)
        ((hσ j).mul_mul_conjTranspose_same (dev ρ A)).trace_nonneg).1 h k (Finset.mem_univ k)
    have hpk : (p k : ℂ) ≠ 0 := Complex.ofReal_ne_zero.2 (hp k).ne'
    have h0 := (trace_sandwich_eq_zero_iff (hσ k) _).1 ((mul_eq_zero.1 hk).resolve_left hpk)
    rwa [dev, sub_mul, smul_mul_assoc, one_mul, sub_eq_zero] at h0
  · intro h
    have hc : ∀ c : ℂ, (∀ k, A * σ k = c • σ k) → A * ρ = c • ρ := by
      intro c hc
      rw [hmix, Finset.mul_sum, Finset.smul_sum]
      refine Finset.sum_congr rfl fun k _ => ?_
      rw [mul_smul_comm, hc k, smul_comm]
    rw [variance, sub_eq_zero, expect_sq_eq_iff hρ hA]
    exact hc _ h

/-- For Hermitian `A` and a vector `ψ` with `⟨ψ|ψ⟩ = 1`, the variance of `A` in `|ψ⟩⟨ψ|` vanishes if and only if
`A ψ = ⟨ψ|A|ψ⟩ ψ`. -/
theorem variance_eq_zero_iff_pure {A : Matrix n n ℂ} (hA : A.IsHermitian) (ψ : n → ℂ)
    (hψ : star ψ ⬝ᵥ ψ = 1) :
    variance (vecMulVec ψ (star ψ)) A = 0 ↔ A *ᵥ ψ = (star ψ ⬝ᵥ A *ᵥ ψ) • ψ := by
  have hρ : IsDensity (vecMulVec ψ (star ψ)) :=
    ⟨posSemidef_vecMulVec_self_star ψ, by rw [trace_vecMulVec, dotProduct_comm, hψ]⟩
  have ha : expect (vecMulVec ψ (star ψ)) A = star ψ ⬝ᵥ A *ᵥ ψ := by
    rw [expect, trace_mul_comm, mul_vecMulVec, trace_vecMulVec, dotProduct_comm]
  -- `|u⟩⟨ψ|` applied to `ψ` returns `u`
  have hv : ∀ u : n → ℂ, vecMulVec u (star ψ) *ᵥ ψ = u := by
    intro u
    ext i
    have h : (vecMulVec u (star ψ) *ᵥ ψ) i = u i * (star ψ ⬝ᵥ ψ) := by
      simp only [mulVec, dotProduct, vecMulVec_apply, Finset.mul_sum, mul_assoc]
    rw [h, hψ, mul_one]
  have hs : ∀ c : ℂ, c • vecMulVec ψ (star ψ) = vecMulVec (c • ψ) (star ψ) := by
    intro c
    ext i j
    simp [vecMulVec_apply, mul_assoc]
  rw [variance, sub_eq_zero, expect_sq_eq_iff hρ hA, ha, mul_vecMulVec, hs]
  constructor
  · intro h
    have h' := congrArg (fun M => M *ᵥ ψ) h
    simpa only [hv] using h'
  · intro h
    exact congrArg (fun u => vecMulVec u (star ψ)) h

/-- The matrix `ρ = [[1,1],[1,0]]` is Hermitian with unit trace and the Hermitian
`A = diag(1,0)` has zero variance in it, yet `A ρ ≠ tr(ρ A) ρ`. -/
theorem hermitian_trace_one_not_enough :
    let ρ : Matrix (Fin 2) (Fin 2) ℂ := !![1, 1; 1, 0]
    let A : Matrix (Fin 2) (Fin 2) ℂ := !![1, 0; 0, 0]
    ρ.IsHermitian ∧ ρ.trace = 1 ∧ A.IsHermitian ∧ variance ρ A = 0 ∧
      A * ρ ≠ expect ρ A • ρ := by
  intro ρ A
  have ha : expect ρ A = 1 := by simp [ρ, A, expect, trace_fin_two]
  refine ⟨?_, ?_, ?_, ?_, ?_⟩
  · ext i j
    fin_cases i <;> fin_cases j <;> simp [ρ]
  · simp [ρ, trace_fin_two]
  · ext i j
    fin_cases i <;> fin_cases j <;> simp [A]
  · rw [variance, ha]
    simp [ρ, A, expect, pow_two, trace_fin_two]
  · rw [ha, one_smul]
    intro h
    have h' := congrFun (congrFun h 1) 0
    simp [ρ, A, Matrix.mul_apply, Fin.sum_univ_succ] at h'

end ZeroVarianceDensity
```

```lean
#print axioms ZeroVarianceDensity.variance_eq_zero_iff_support
#print axioms ZeroVarianceDensity.variance_eq_zero_iff_mixture
#print axioms ZeroVarianceDensity.variance_eq_zero_iff_pure
#print axioms ZeroVarianceDensity.hermitian_trace_one_not_enough
```

```
'ZeroVarianceDensity.variance_eq_zero_iff_support' depends on axioms: [propext, Classical.choice, Quot.sound]
'ZeroVarianceDensity.variance_eq_zero_iff_mixture' depends on axioms: [propext, Classical.choice, Quot.sound]
'ZeroVarianceDensity.variance_eq_zero_iff_pure' depends on axioms: [propext, Classical.choice, Quot.sound]
'ZeroVarianceDensity.hermitian_trace_one_not_enough' depends on axioms: [propext, Classical.choice, Quot.sound]
```

### How the proof follows the derivation

`expect_real` and `variance_eq` are the first step. In the latter, `hB` is $B^\dagger = B$, `h1` and `h2` are the two uses of cyclicity, `simp only` expands the product and pulls scalars out of the traces, and `ring` finishes among complex numbers.

`trace_sandwich_eq_zero_iff` is the second step. The two eigenvalue arguments come ready-made from Mathlib: `trace_eq_zero_iff` turns zero trace of the positive matrix into `hM`, and `dotProduct_mulVec_zero_iff` turns $\langle y, \rho y\rangle = 0$ into $\rho y = 0$ in `hx`. Then `h0` collects this into $\rho B^\dagger = 0$ and `congrArg conjTranspose h0` takes the adjoint. `variance_nonneg` and `expect_sq_eq_iff` combine the first two steps.

`mul_eq_smul_iff_range_le` is the third step and needs no hypothesis on $\rho$ or $A$. In `variance_eq_zero_iff_support` the forward direction excludes a trivial eigenspace through the unit trace, and the backward direction discards the `HasEigenvalue` clause and uses `hc'`, the trace argument for $c = a$. In the mixture theorem `hs` is the sum formula and `Finset.sum_eq_zero_iff_of_nonneg` gives the termwise vanishing. In the pure-state theorem `hv` says $|u\rangle\langle\psi|\,\psi = u$ for any vector $u$. The counterexample is checked entry by entry, the inequality at position $(1,0)$.

### Remarks

The examples and comparisons from here on are ordinary reasoning alongside the file and were not run through Lean.

A numerical instance: let $A = \operatorname{diag}(1,1,-1)$ and
$$\rho = \begin{pmatrix}1/2&1/4&0\\1/4&1/2&0\\0&0&0\end{pmatrix},$$
with eigenvalues $3/4, 1/4, 0$. Then $a = 1$, $A^2 = \mathbb{1}$, the variance is $0$, and $A\rho = \rho$: a properly mixed state inside the degenerate eigenspace. For $\rho' = \operatorname{diag}(1/2, 0, 1/2)$ the mean is $0$ and the variance is $1$, although $\rho'$ commutes with $A$ and is an equal mixture of the eigenstates $e_0$ and $e_2$. These have different eigenvalues, which is why the mixture theorem uses the mean in $\rho$ for every $k$.

Smallest and limiting cases: for empty `n` every trace is $0$, so no density matrix exists and the statements about densities are vacuous. In one dimension $\rho = (1)$, the variance is always zero and $A\rho = a\rho$ always holds. At the other extreme, if $\rho$ is invertible, as the Gibbs state $e^{-\beta H}/\operatorname{tr}e^{-\beta H}$ of a Hermitian matrix $H$ at finite real $\beta$ is, $A\rho = a\rho$ leaves only $A = a\mathbb{1}$.

Easy mistakes: with $p_k \ge 0$ in place of $p_k > 0$ the mixture statement becomes false, because a component of weight zero is unconstrained. Omitting `hA` also breaks the equivalence: $A = \begin{pmatrix}0&1\\0&0\end{pmatrix}$ with $\rho = \mathbb{1}/2$ has $a = 0$ and $A^2 = 0$, but $A\rho \neq 0$. And `n → ℂ` carries the supremum norm in Mathlib, so normalising $\psi$ by that norm would be the wrong condition; `star ψ ⬝ᵥ ψ = 1` is the physical one.

A technique to reuse: `hmix` rewrites every occurrence of $\rho$, including those hidden in `dev ρ A` and `expect ρ A`. The proof therefore states `hs` for an arbitrary matrix `B` and `hc` for an arbitrary scalar `c`, rewrites there, and specialises afterwards. Proving a matrix identity through `Matrix.toLin'.injective` and `LinearMap.ext`, that is by its action on every vector, is also worth keeping.

Another modelling: one could take $\rho$ and $A$ as linear maps on an abstract finite-dimensional complex inner product space. The statement would be basis-free and would need no `toLin'`, while the matrix lemmas used here would have to be replaced by operator versions or reached through an orthonormal basis. Taking real parts in `expect` and `variance` would give real-valued quantities with the usual order, at the price of showing that the discarded imaginary parts vanish.

In calculations the result is the exact form of an eigenstate test, for a Hamiltonian matrix $H$ in a finite orthonormal basis, with $\lVert\cdot\rVert$ the Euclidean norm (a non-orthogonal basis brings in an overlap matrix and is not covered): for a normalised trial vector $\psi$ with energy $E = \langle\psi|H|\psi\rangle$, the variance equals $\lVert(H - E)\psi\rVert^2$, the square of the residual norm that iterative eigensolvers commonly use as a convergence test. Evaluating it in that form, or as $\operatorname{tr}(B\rho B^\dagger)$ for a mixed state, avoids forming the difference of the nearly equal numbers $\operatorname{tr}(\rho A^2)$ and $a^2$, although cancellation remains inside $H\psi - E\psi$ or $B\rho$. The square here is the square of the finite matrix, so zero variance identifies an eigenvector of the truncated Hamiltonian, which need not be one of the full operator. The theorems concern exact zero and give no bound on how close a state of small variance lies to an eigenspace.
